# For an antisymmetric offset table on n materials, the squared triangle errors sum to n times the squared residuals of the averaged levels

The n materials are labelled by the numbers 0 to n − 1, so that an unordered pair is a choice A < B and an unordered triple a choice A < B < C. The theorem compares two sums of squares over these choices: the misfit left when each material is given a single averaged level, and the errors around closed triangles.

```lean
import Mathlib

open Finset

namespace TriangleClosure

noncomputable section

/-- An offset table is antisymmetric: reversing the two materials reverses the sign. -/
def IsAntisymmetric {n : ℕ} (D : Fin n → Fin n → ℝ) : Prop :=
  ∀ A B, D B A = -D A B

/-- The level of material `A`: the average of the offsets from all materials to `A`. -/
def level {n : ℕ} (D : Fin n → Fin n → ℝ) (A : Fin n) : ℝ :=
  (∑ B, D B A) / n

/-- The part of the offset from `A` to `B` that the difference of levels leaves over. -/
def residual {n : ℕ} (D : Fin n → Fin n → ℝ) (A B : Fin n) : ℝ :=
  D A B - level D B + level D A

/-- The sum of the offsets around the closed path `A → B → C → A`. -/
def loopError {n : ℕ} (D : Fin n → Fin n → ℝ) (A B C : Fin n) : ℝ :=
  D A B + D B C + D C A

/-- The sum of squared residuals over unordered pairs of materials. -/
def pairMisfit {n : ℕ} (D : Fin n → Fin n → ℝ) : ℝ :=
  ∑ A, ∑ B, if A < B then residual D A B ^ 2 else 0

/-- The sum of squared loop errors over unordered triples of materials. -/
def triangleMisfit {n : ℕ} (D : Fin n → Fin n → ℝ) : ℝ :=
  ∑ A, ∑ B, ∑ C, if A < B ∧ B < C then loopError D A B C ^ 2 else 0

/-- For a symmetric pair quantity that vanishes on the diagonal, the sum over ordered pairs
is twice the sum over unordered pairs. -/
theorem sum_pairs {n : ℕ} (f : Fin n → Fin n → ℝ) (hs : ∀ a b, f b a = f a b)
    (h0 : ∀ a, f a a = 0) :
    ∑ a, ∑ b, f a b = 2 * ∑ a, ∑ b, if a < b then f a b else 0 := by
  have key : ∀ a b, f a b = (if a < b then f a b else 0) + (if b < a then f b a else 0) := by
    intro a b
    rcases lt_trichotomy a b with h | h | h
    · rw [if_pos h, if_neg (not_lt_of_gt h), add_zero]
    · subst h
      simp [h0]
    · rw [if_neg (not_lt_of_gt h), if_pos h, zero_add, hs]
  have hc : ∑ a, ∑ b, (if b < a then f b a else 0) = ∑ a, ∑ b, if a < b then f a b else 0 :=
    Finset.sum_comm
  rw [Finset.sum_congr rfl fun a _ => Finset.sum_congr rfl fun b _ => key a b]
  simp only [Finset.sum_add_distrib]
  rw [hc]
  ring

/-- For a symmetric triple quantity that vanishes when two materials coincide, the sum over
ordered triples is six times the sum over unordered triples. -/
theorem sum_triples {n : ℕ} (f : Fin n → Fin n → Fin n → ℝ)
    (h1 : ∀ a b c, f b a c = f a b c) (h2 : ∀ a b c, f a c b = f a b c)
    (h0 : ∀ a c, f a a c = 0) :
    ∑ a, ∑ b, ∑ c, f a b c = 6 * ∑ a, ∑ b, ∑ c, if a < b ∧ b < c then f a b c else 0 := by
  -- the six relabellings of an ordered triple have equal sums
  have six : ∀ g : Fin n → Fin n → Fin n → ℝ,
      ∑ a, ∑ b, ∑ c, (g a b c + g a c b + g b a c + g b c a + g c a b + g c b a)
        = 6 * ∑ a, ∑ b, ∑ c, g a b c := by
    intro g
    have p1 : ∑ a, ∑ b, ∑ c, g a c b = ∑ a, ∑ b, ∑ c, g a b c :=
      Finset.sum_congr rfl fun a _ => Finset.sum_comm
    have p2 : ∑ a, ∑ b, ∑ c, g b a c = ∑ a, ∑ b, ∑ c, g a b c := Finset.sum_comm
    have p3 : ∑ a, ∑ b, ∑ c, g b c a = ∑ a, ∑ b, ∑ c, g a b c := Finset.sum_comm.trans p1
    have p4 : ∑ a, ∑ b, ∑ c, g c a b = ∑ a, ∑ b, ∑ c, g a b c :=
      (Finset.sum_congr rfl fun a _ => Finset.sum_comm).trans p2
    have p5 : ∑ a, ∑ b, ∑ c, g c b a = ∑ a, ∑ b, ∑ c, g a b c := Finset.sum_comm.trans p4
    simp only [Finset.sum_add_distrib]
    linarith
  rw [← six fun a b c => if a < b ∧ b < c then f a b c else 0]
  refine Finset.sum_congr rfl fun a _ => Finset.sum_congr rfl fun b _ =>
    Finset.sum_congr rfl fun c _ => ?_

  have e4 : f c a b = f a b c := (h1 a c b).trans (h2 a b c)
  rw [h2 a b c, (h2 b a c).trans (h1 a b c), h1 a b c, (h2 c a b).trans e4, e4]
  -- exactly one ordering holds for distinct materials; otherwise the quantity vanishes
  by_cases hab : a = b
  · have z : f a b c = 0 := by subst hab; exact h0 _ _
    simp [z]
  by_cases hac : a = c
  · have z : f a b c = 0 := by subst hac; exact (h2 a a b).trans (h0 _ _)
    simp [z]
  by_cases hbc : b = c
  · have z : f a b c = 0 := by
      subst hbc; exact (h1 b a b).trans ((h2 b b a).trans (h0 _ _))
    simp [z]
  have v1 : a.val ≠ b.val := fun h => hab (Fin.ext h)
  have v2 : a.val ≠ c.val := fun h => hac (Fin.ext h)
  have v3 : b.val ≠ c.val := fun h => hbc (Fin.ext h)
  simp only [Fin.lt_def]
  split_ifs <;> first | (exfalso; omega) | ring

/-- For an antisymmetric table, the loop errors through `A` and `B`, summed over the third material,
give `n` times the residual of that pair. -/
theorem sum_loopError {n : ℕ} {D : Fin n → Fin n → ℝ} (hD : IsAntisymmetric D)
    (A B : Fin n) : ∑ C, loopError D A B C = n * residual D A B := by
  have hn : (n : ℝ) ≠ 0 := Nat.cast_ne_zero.mpr (by have := A.isLt; omega)
  have hl : ∀ X, (n : ℝ) * level D X = ∑ C, D C X := by
    intro X
    unfold level
    field_simp
  have h : ∑ C, D B C = -∑ C, D C B := by
    rw [← Finset.sum_neg_distrib]
    exact Finset.sum_congr rfl fun C _ => hD C B
  simp only [loopError, residual, Finset.sum_add_distrib, Finset.sum_const, Finset.card_univ,
    Fintype.card_fin, nsmul_eq_mul]
  rw [h]
  linear_combination hl B - hl A

/-- For an antisymmetric table, the residuals from any one material to all materials sum to zero. -/
theorem sum_residual {n : ℕ} {D : Fin n → Fin n → ℝ} (hD : IsAntisymmetric D)
    (A : Fin n) : ∑ B, residual D A B = 0 := by
  have hn : (n : ℝ) ≠ 0 := Nat.cast_ne_zero.mpr (by have := A.isLt; omega)
  -- exchanging the last two materials reverses the loop
  have h : ∑ B, ∑ C, loopError D A B C = -∑ B, ∑ C, loopError D A B C := by
    conv_lhs => rw [Finset.sum_comm]
    simp only [← Finset.sum_neg_distrib]
    refine Finset.sum_congr rfl fun B _ => Finset.sum_congr rfl fun C _ => ?_
    unfold loopError
    linear_combination hD A B + hD C A + hD B C
  simp only [sum_loopError hD, ← Finset.mul_sum] at h
  have h' : (n : ℝ) * ∑ B, residual D A B = 0 := by linarith
  exact (mul_eq_zero.mp h').resolve_left hn

/-- For an antisymmetric offset table on `n` materials, `n` times the sum of squared residuals
over pairs equals the sum of squared loop errors over triples. -/
theorem pairMisfit_eq_triangleMisfit {n : ℕ} {D : Fin n → Fin n → ℝ}
    (hD : IsAntisymmetric D) : (n : ℝ) * pairMisfit D = triangleMisfit D := by
  have hR : ∀ a b, residual D b a = -residual D a b := by
    intro a b
    unfold residual
    linear_combination hD a b
  have hrow := sum_residual hD
  have hcol : ∀ a, ∑ c, residual D c a = 0 := by
    intro a
    rw [Finset.sum_congr rfl fun c _ => hR a c, Finset.sum_neg_distrib, hrow, neg_zero]
  have h2 := sum_pairs (fun a b => residual D a b ^ 2)
    (fun a b => by simp only [hR a b, neg_sq])
    (fun a => by simp [show residual D a a = 0 by linarith [hR a a]])
  have s1 : ∀ a b c, loopError D b a c = -loopError D a b c := by
    intro a b c
    unfold loopError
    linear_combination hD a b + hD c a + hD b c
  have s2 : ∀ a b c, loopError D a c b = -loopError D a b c := by
    intro a b c
    unfold loopError
    linear_combination hD a b + hD c a + hD b c
  have h3 := sum_triples (fun a b c => loopError D a b c ^ 2)
    (fun a b c => by simp only [s1 a b c, neg_sq])
    (fun a b c => by simp only [s2 a b c, neg_sq])
    (fun a c => by simp [show loopError D a a c = 0 by linarith [s1 a a c]])
  -- levels cancel around a loop, so its error is a sum of three residuals
  have hx : ∀ a b c, loopError D a b c ^ 2 =
      residual D a b ^ 2 + residual D b c ^ 2 + residual D c a ^ 2
      + (residual D a b * residual D b c + residual D a b * residual D b c)
      + (residual D b c * residual D c a + residual D b c * residual D c a)
      + (residual D c a * residual D a b + residual D c a * residual D a b) := by
    intro a b c
    unfold loopError residual
    ring
  change _ = 2 * pairMisfit D at h2
  change _ = 6 * triangleMisfit D at h3
  generalize residual D = R at hrow hcol h2 hx
  have q1 : ∑ a, ∑ b, ∑ _c : Fin n, R a b ^ 2 = n * ∑ a, ∑ b, R a b ^ 2 := by
    simp only [Finset.sum_const, Finset.card_univ, Fintype.card_fin, nsmul_eq_mul,
      Finset.mul_sum]
  have q2 : ∑ _a : Fin n, ∑ b, ∑ c, R b c ^ 2 = n * ∑ a, ∑ b, R a b ^ 2 := by
    simp only [Finset.sum_const, Finset.card_univ, Fintype.card_fin, nsmul_eq_mul]
  have q3 : ∑ a, ∑ _b : Fin n, ∑ c, R c a ^ 2 = n * ∑ a, ∑ b, R a b ^ 2 := by
    have hc : ∑ a, ∑ c, R c a ^ 2 = ∑ a, ∑ b, R a b ^ 2 := Finset.sum_comm
    rw [← hc]
    simp only [Finset.sum_const, Finset.card_univ, Fintype.card_fin, nsmul_eq_mul,
      Finset.mul_sum]
  -- the cross terms vanish because the residuals at each material sum to zero
  have c1 : ∑ a, ∑ b, ∑ c, R a b * R b c = 0 := by
    simp only [← Finset.mul_sum, hrow, mul_zero, Finset.sum_const_zero]
  have c2 : ∑ a, ∑ b, ∑ c, R b c * R c a = 0 := by
    refine Finset.sum_eq_zero fun a _ => ?_
    rw [Finset.sum_comm]
    simp only [← Finset.sum_mul, hcol, zero_mul, Finset.sum_const_zero]
  have c3 : ∑ a, ∑ b, ∑ c, R c a * R a b = 0 := by
    simp only [← Finset.sum_mul, hcol, zero_mul, Finset.sum_const_zero]
  simp only [hx, Finset.sum_add_distrib] at h3
  rw [q1, q2, q3, c1, c2, c3, h2] at h3
  linarith

/-- For an antisymmetric table, the level differences reproduce every offset exactly if and only if
every loop error vanishes. -/
theorem levels_exact_iff {n : ℕ} {D : Fin n → Fin n → ℝ} (hD : IsAntisymmetric D) :
    (∀ A B, D A B = level D B - level D A) ↔ ∀ A B C, loopError D A B C = 0 := by
  constructor
  · intro h A B C
    unfold loopError
    linear_combination h A B + h B C + h C A
  · intro h A B
    have hn : (n : ℝ) ≠ 0 := Nat.cast_ne_zero.mpr (by have := A.isLt; omega)
    have hs := sum_loopError hD A B
    simp only [h, Finset.sum_const_zero] at hs
    have hr := (mul_eq_zero.mp hs.symm).resolve_left hn
    unfold residual at hr
    linarith

/-- For an antisymmetric table, if all loop errors through two distinct materials are at most `ε` in
size, the residual of that pair is at most `(n - 2) / n * ε` in size. -/
theorem abs_residual_le {n : ℕ} {D : Fin n → Fin n → ℝ} (hD : IsAntisymmetric D)
    {A B : Fin n} (hAB : A ≠ B) {ε : ℝ} (hε : ∀ C, |loopError D A B C| ≤ ε) :
    |residual D A B| ≤ ((n : ℝ) - 2) / n * ε := by
  have hn : (0 : ℝ) < n := Nat.cast_pos.mpr (by have := A.isLt; omega)
  -- the two degenerate loops, with third material `A` or `B`, contribute nothing
  have hp : ∀ C, |loopError D A B C| ≤
      ε - (if C = A then ε else 0) - (if C = B then ε else 0) := by
    intro C
    by_cases hA : C = A
    · have z : loopError D A B C = 0 := by
        rw [hA]; unfold loopError; linarith [hD A B, hD A A]
      have hB : C ≠ B := fun h => hAB (hA.symm.trans h)
      rw [z, if_pos hA, if_neg hB]
      simp
    · by_cases hB : C = B
      · have z : loopError D A B C = 0 := by
          rw [hB]; unfold loopError; linarith [hD A B, hD B B]
        rw [z, if_neg hA, if_pos hB]
        simp
      · rw [if_neg hA, if_neg hB]
        linarith [hε C]
  have hsum : (n : ℝ) * |residual D A B| ≤ n * ε - ε - ε := by
    calc (n : ℝ) * |residual D A B| = |∑ C, loopError D A B C| := by
          rw [sum_loopError hD, abs_mul, abs_of_pos hn]
      _ ≤ ∑ C, |loopError D A B C| := Finset.abs_sum_le_sum_abs _ _
      _ ≤ ∑ C, (ε - (if C = A then ε else 0) - (if C = B then ε else 0)) :=
          Finset.sum_le_sum fun C _ => hp C
      _ = n * ε - ε - ε := by simp [Finset.sum_sub_distrib]
  rw [div_mul_eq_mul_div, le_div_iff₀ hn]
  linarith

/-- For an antisymmetric table on three materials, the sum of squared residuals is one third of the
squared loop error. -/
theorem pairMisfit_three {D : Fin 3 → Fin 3 → ℝ} (hD : IsAntisymmetric D) :
    pairMisfit D = (D 0 1 + D 1 2 + D 2 0) ^ 2 / 3 := by
  have h := pairMisfit_eq_triangleMisfit hD
  have ht : triangleMisfit D = loopError D 0 1 2 ^ 2 := by
    simp [triangleMisfit, Fin.sum_univ_three]
  rw [ht] at h
  unfold loopError at h
  push_cast at h
  linarith

/-- Three materials with the same offset `d` on each step around the cycle. -/
def cyclicTable (d : ℝ) : Fin 3 → Fin 3 → ℝ :=
  ![![0, d, -d], ![-d, 0, d], ![d, -d, 0]]

/-- The cyclic table is antisymmetric and its sum of squared residuals is `3 * d ^ 2`. -/
theorem cyclicTable_witness (d : ℝ) :
    IsAntisymmetric (cyclicTable d) ∧ pairMisfit (cyclicTable d) = 3 * d ^ 2 := by
  have hD : IsAntisymmetric (cyclicTable d) := by
    intro A B
    fin_cases A <;> fin_cases B <;> simp [cyclicTable]
  refine ⟨hD, ?_⟩
  rw [pairMisfit_three hD]
  change (d + d + d) ^ 2 / 3 = 3 * d ^ 2
  ring

end

end TriangleClosure
```

```lean
#print axioms TriangleClosure.pairMisfit_eq_triangleMisfit
#print axioms TriangleClosure.levels_exact_iff
#print axioms TriangleClosure.abs_residual_le
#print axioms TriangleClosure.pairMisfit_three
```

```
'TriangleClosure.pairMisfit_eq_triangleMisfit' depends on axioms: [propext, Classical.choice, Quot.sound]
'TriangleClosure.levels_exact_iff' depends on axioms: [propext, Classical.choice, Quot.sound]
'TriangleClosure.abs_residual_le' depends on axioms: [propext, Classical.choice, Quot.sound]
'TriangleClosure.pairMisfit_three' depends on axioms: [propext, Classical.choice, Quot.sound]
```

## Offsets, levels and triangles

The table entry D(A,B) is a real number, the offset measured from material A to material B. It may be a band-edge offset at a junction or a potential difference between two electrodes. From the table the file forms three quantities:

E(A) = (1/n) Σ_B D(B,A)

r(A,B) = D(A,B) − E(B) + E(A)

t(A,B,C) = D(A,B) + D(B,C) + D(C,A)

These are `level`, `residual` and `loopError`. If every offset were a difference of levels belonging to the separate materials, each triangle would close and t would vanish. A nonzero t shows that no such assignment reproduces the three offsets involved.

Write P for `pairMisfit D`, the sum of r(A,B)² over A < B, and T for `triangleMisfit D`, the sum of t(A,B,C)² over A < B < C. The main theorem, `pairMisfit_eq_triangleMisfit`, states

n P = T.

For n ≥ 1 one may divide by n to get P = T/n. The multiplied form also holds for n = 0, where both sums are empty. For n = 1 and n = 2 there are no triangles, and P is zero.

The only hypothesis is `IsAntisymmetric D`, that is, D(B,A) = −D(A,B) for all A and B, which also forces D(A,A) = 0. Physically, a junction read from the other side has the same offset with the opposite sign. If the A-on-B and B-on-A interfaces have offsets of different size, the hypothesis fails.

For a complete, equally weighted table of computed band offsets, the identity gives the total squared misfit of the averaged levels directly from the triangle errors. Missing entries and unequal uncertainties are not covered, and the levels are fixed by the averaging formula, with no theorem comparing them to other choices.

## From triangle errors to residuals

First sum t(A,B,C) over the third material. Antisymmetry turns Σ_C D(B,C) into −n E(B), so

Σ_C t(A,B,C) = n D(A,B) − n E(B) + n E(A) = n r(A,B).

Next, exchanging B and C reverses the triangle:

t(A,C,B) = D(A,C) + D(C,B) + D(B,A) = −t(A,B,C).

The sum of t(A,B,C) over all B and C therefore equals its own negative and is zero. By the first step it is also n Σ_B r(A,B). Since A exists, n is not zero, and

Σ_B r(A,B) = 0.

The residual is antisymmetric too, r(B,A) = −r(A,B), so Σ_B r(B,A) = 0 as well.

The levels cancel around a triangle, which gives

t(A,B,C) = r(A,B) + r(B,C) + r(C,A).

Square this and sum over all ordered triples, repetitions included. Let S be the sum of r(A,B)² over all ordered pairs. In each of the three squared terms one material is free, so each contributes n S. The cross terms vanish; for example,

Σ_A Σ_B Σ_C r(A,B) r(B,C) = Σ_A Σ_B r(A,B) [Σ_C r(B,C)] = 0.

In r(B,C) r(C,A) the sum over B vanishes, and in r(C,A) r(A,B) the sum over C does. Hence

Σ_A Σ_B Σ_C t(A,B,C)² = 3n S.

It remains to pass to unordered choices. The square r(A,B)² is symmetric and vanishes for A = B, so S = 2P. The square t(A,B,C)² is unchanged by any reordering and vanishes when two materials coincide, so the ordered triple sum is 6T. Therefore 6T = 3n · 2P, which is T = n P.

## How the Lean proof follows the calculation

The counting factors are proved for general functions. `sum_pairs` splits each term according to which index is smaller. `sum_triples` first shows that the six relabellings of a triple have equal sums. It then checks term by term that exactly one of the six orderings holds when the materials are distinct; `split_ifs` lists the cases and `omega` removes the impossible ones.

`sum_loopError` is the sum over the third material, and `sum_residual` is the vanishing sum at each material. In the main proof, `hx` expands the square of the three-residual formula. The line `generalize residual D = R` then hides the definition of the residual, which the remaining steps do not use. The facts `q1`, `q2` and `q3` evaluate the squared terms, `c1`, `c2` and `c3` remove the cross terms, and `linarith` compares the factors.

## Exact closure, a tolerance and three materials

`levels_exact_iff` says that D(A,B) = E(B) − E(A) for all pairs exactly when every t(A,B,C) is zero. In one direction, adding three level differences around a triangle gives zero. In the other, the sum over the third material gives n r(A,B) = 0.

`abs_residual_le` turns a tolerance on triangles into one on a pair. Suppose that the table is antisymmetric, that A ≠ B, and that |t(A,B,C)| ≤ ε for every C. The terms with C = A and C = B vanish, leaving n − 2 that can contribute:

n |r(A,B)| ≤ Σ_C |t(A,B,C)| ≤ (n − 2) ε.

Thus |r(A,B)| ≤ (n − 2)ε/n. In Lean, `hp` records the two vanishing terms by subtracting ε at those values of C.

For three materials there is one triangle, and for an antisymmetric table `pairMisfit_three` gives

P = (D(0,1) + D(1,2) + D(2,0))² / 3.

The table `cyclicTable d` has offset d on each step 0 → 1 → 2 → 0. All its levels are zero, its triangle error is 3d, and `cyclicTable_witness` confirms that it is antisymmetric with P = 3d². For d ≠ 0 the triangle does not close, so antisymmetry alone does not make a table consistent with one level per material.
